# With unit coupling, every eigenvalue of an XY ring of N ≥ 3 spins 1/2 is at least −N/(2√2)

Let $\Lambda$ be a set of sites. A configuration $s$ assigns up (`true`) or down (`false`) to each site, and a state $\psi$ assigns a complex amplitude to each configuration. States need not be normalised.

In Lean 4 with Mathlib:

```lean
import Mathlib

open Matrix
open scoped ComplexOrder

namespace XYRingBound

noncomputable section

/-- Amplitudes of a many-spin state on the up (`true`) / down (`false`) configurations. -/
abbrev State (Λ : Type*) := (Λ → Bool) → ℂ
```

Units have $\hbar=1$. Both $S^x_i$ and $S^y_i$ flip spin $i$. The amplitude is $1/2$ for $S^x_i$; for $S^y_i$ it is $-\mathrm i/2$ if the resulting spin is up and $\mathrm i/2$ if it is down.

```lean
variable {Λ : Type*} [DecidableEq Λ]

/-- The configuration with the spin at site `i` reversed. -/
def spinFlip (i : Λ) (s : Λ → Bool) : Λ → Bool := fun k => if k = i then !s k else s k

/-- The spin-1/2 operator `Sx` at site `i`. -/
def Sx (i : Λ) : Module.End ℂ (State Λ) where
  toFun ψ := fun s => (1 / 2) * ψ (spinFlip i s)
  map_add' φ ψ := by funext s; simp only [Pi.add_apply]; ring
  map_smul' a ψ := by
    funext s; simp only [Pi.smul_apply, smul_eq_mul, RingHom.id_apply]; ring

/-- The spin-1/2 operator `Sy` at site `i`. -/
def Sy (i : Λ) : Module.End ℂ (State Λ) where
  toFun ψ := fun s => (if s i = true then -(Complex.I / 2) else Complex.I / 2) * ψ (spinFlip i s)
  map_add' φ ψ := by funext s; simp only [Pi.add_apply]; ring
  map_smul' a ψ := by
    funext s; simp only [Pi.smul_apply, smul_eq_mul, RingHom.id_apply]; ring
```

A bond is $B_{ij}=S^x_iS^x_j+S^y_iS^y_j$, and a cluster is $C_{ijk}=B_{ij}+B_{jk}$. The ring Hamiltonian is $H=\sum_i B_{i,i+1}$, with sites $0,\dots,N-1$ in `Fin N` and cyclic addition. The x and y couplings are equal, and there is no z coupling, field or longer-range coupling.

```lean
/-- The XY coupling of sites `i` and `j`. -/
def xyBond (i j : Λ) : Module.End ℂ (State Λ) := Sx i * Sx j + Sy i * Sy j

/-- The open three-site XY cluster `i - j - k`. -/
def xyCluster (i j k : Λ) : Module.End ℂ (State Λ) := xyBond i j + xyBond j k

/-- The XY Hamiltonian of a ring of `N` spins. -/
def xyRing (N : ℕ) [NeZero N] : Module.End ℂ (State (Fin N)) := ∑ i, xyBond i (i + 1)
```

For finite $\Lambda$, write $\langle A\rangle=\sum_s\overline{\psi(s)}(A\psi)(s)$ and $\|\psi\|^2=\langle 1\rangle$. `BoundedBelow A b` says that, for every $\psi$, $\langle A\rangle$ is real and at least $b\|\psi\|^2$.

```lean
/-- All expectation values of `A` are real and at least `b` times the squared norm. -/
def BoundedBelow [Fintype Λ] (A : Module.End ℂ (State Λ)) (b : ℝ) : Prop :=
  ∀ ψ, (star ψ ⬝ᵥ A ψ).im = 0 ∧ b * (star ψ ⬝ᵥ ψ).re ≤ (star ψ ⬝ᵥ A ψ).re
```

## Spin 1/2

The spin length is built into the two-valued configurations. It gives $(S^x_i)^2=(S^y_i)^2=1/4$ and $S^x_iS^y_i=-S^y_iS^x_i$; operators on different sites commute. The proofs compare amplitudes configuration by configuration, and Hermiticity follows by relabelling the sum with the spin flip.

For spin 1 the on-site identities fail, and so does the bound: on an even ring with $N\ge4$, a normalised product state of fully polarised spins, with neighbours antiparallel in the $xy$ plane, has energy expectation value $-N$.

```lean
/-- The operators `Sx` and `Sy` at a site are Hermitian. -/
theorem spin_hermitian [Fintype Λ] (i : Λ) (φ ψ : State Λ) :
    star φ ⬝ᵥ Sx i ψ = star (Sx i φ) ⬝ᵥ ψ ∧ star φ ⬝ᵥ Sy i ψ = star (Sy i φ) ⬝ᵥ ψ := by
  have hf : Function.Involutive (spinFlip i) := by
    intro s; funext k; by_cases h : k = i <;> simp [spinFlip, h]
  have hi : ∀ s, spinFlip i s i = !s i := fun s => by simp [spinFlip]
  -- relabel the configurations by the spin flip
  constructor <;> simp only [dotProduct] <;>
    refine Fintype.sum_equiv (Function.Involutive.toPerm _ hf) _ _ (fun s => ?_)
  · show star (φ s) * ((1 / 2) * ψ (spinFlip i s)) =
      star ((1 / 2) * φ (spinFlip i (spinFlip i s))) * ψ (spinFlip i s)
    rw [hf s]
    simp only [Complex.star_def, map_mul, map_div₀, map_one, map_ofNat]
    ring
  · show star (φ s) * ((if s i = true then -(Complex.I / 2) else Complex.I / 2) *
        ψ (spinFlip i s)) =
      star ((if spinFlip i s i = true then -(Complex.I / 2) else Complex.I / 2) *
        φ (spinFlip i (spinFlip i s))) * ψ (spinFlip i s)
    rw [hf s, hi s]
    cases s i <;>
      simp only [Bool.not_true, Bool.not_false, reduceCtorEq, if_true, if_false,
        Complex.star_def, map_mul, map_neg, map_div₀, Complex.conj_I, map_ofNat] <;> ring

/-- On one site `Sx` and `Sy` square to 1/4 and anticommute. -/
theorem spin_onsite (i : Λ) : Sx i * Sx i = (1 / 4 : ℂ) • 1 ∧ Sy i * Sy i = (1 / 4 : ℂ) • 1 ∧
    Sx i * Sy i = -(Sy i * Sx i) := by
  have hf : ∀ s, spinFlip i (spinFlip i s) = s := by
    intro s; funext k; by_cases h : k = i <;> simp [spinFlip, h]
  have hi : ∀ s, spinFlip i s i = !s i := fun s => by simp [spinFlip]
  refine ⟨?_, ?_, ?_⟩ <;> refine LinearMap.ext fun ψ => funext fun s => ?_ <;>
    simp only [Module.End.mul_apply, Sx, Sy, LinearMap.coe_mk, AddHom.coe_mk, hf, hi,
      LinearMap.smul_apply, LinearMap.neg_apply, Module.End.one_apply, Pi.smul_apply,
      Pi.neg_apply, smul_eq_mul]
  · ring
  · cases s i <;> simp only [Bool.not_true, Bool.not_false, reduceCtorEq, if_true, if_false] <;>
      linear_combination (-(1 / 4) * ψ s) * Complex.I_mul_I
  · cases s i <;> simp only [Bool.not_true, Bool.not_false, reduceCtorEq, if_true, if_false] <;>
      ring

/-- Spin operators on different sites commute. -/
theorem spin_commute {i j : Λ} (hij : i ≠ j) : Sx i * Sx j = Sx j * Sx i ∧
    Sy i * Sy j = Sy j * Sy i ∧ Sx i * Sy j = Sy j * Sx i := by
  have hc : ∀ s, spinFlip j (spinFlip i s) = spinFlip i (spinFlip j s) := by
    intro s; funext k; simp only [spinFlip]; split_ifs <;> rfl
  have h1 : ∀ s, spinFlip i s j = s j := fun s => by simp [spinFlip, hij.symm]
  have h2 : ∀ s, spinFlip j s i = s i := fun s => by simp [spinFlip, hij]
  refine ⟨?_, ?_, ?_⟩ <;> refine LinearMap.ext fun ψ => funext fun s => ?_ <;>
    simp only [Module.End.mul_apply, Sx, Sy, LinearMap.coe_mk, AddHom.coe_mk, h1, h2, hc s] <;>
    ring
```

## Three distinct sites

The hypotheses `hij`, `hjk` and `hik` say that a cluster is a genuine open chain. Let $U=S^x_iS^x_j+S^y_jS^y_k$ and $r=1/(2\sqrt2)$. Each term squares to $1/16$. The terms anticommute, because only site $j$ is shared, so
$$U^2=\tfrac1{16}+\tfrac1{16}=\tfrac18=r^2.$$
Since $U$ is Hermitian,
$$0\le\|(U+r)\psi\|^2=\langle U^2\rangle+2r\langle U\rangle+r^2\|\psi\|^2=2r\left(\langle U\rangle+r\|\psi\|^2\right),$$
hence $\langle U\rangle\ge-r\|\psi\|^2$. In the proof, `h3` is the anticommutation, `hsq` the square and `key` the norm identity.

```lean
/-- An `x` coupling and a `y` coupling that share one site have joint energy at least
`-1/(2√2)`. -/
theorem mixed_pair_bound [Fintype Λ] {i j k : Λ} (hij : i ≠ j) (hjk : j ≠ k) (hik : i ≠ k) :
    BoundedBelow (Sx i * Sx j + Sy j * Sy k) (-(1 / (2 * √2))) := by
  obtain ⟨hxx, -, hac⟩ := spin_commute hij
  obtain ⟨-, hyy, hbd⟩ := spin_commute hjk
  have had := (spin_commute hik).2.2
  have h1 : Sx i * Sx j * (Sx i * Sx j) = (1 / 16 : ℂ) • 1 := by
    calc _ = Sx i * (Sx j * Sx i) * Sx j := by simp only [mul_assoc]
      _ = (Sx i * Sx i) * (Sx j * Sx j) := by rw [← hxx]; simp only [mul_assoc]
      _ = _ := by
        rw [(spin_onsite i).1, (spin_onsite j).1, smul_mul_smul_comm, one_mul]; norm_num
  have h2 : Sy j * Sy k * (Sy j * Sy k) = (1 / 16 : ℂ) • 1 := by
    calc _ = Sy j * (Sy k * Sy j) * Sy k := by simp only [mul_assoc]
      _ = (Sy j * Sy j) * (Sy k * Sy k) := by rw [← hyy]; simp only [mul_assoc]
      _ = _ := by
        rw [(spin_onsite j).2.1, (spin_onsite k).2.1, smul_mul_smul_comm, one_mul]; norm_num
  -- the two couplings anticommute because of the shared site
  have h3 : Sy j * Sy k * (Sx i * Sx j) = -(Sx i * Sx j * (Sy j * Sy k)) := by
    calc _ = Sy j * (Sy k * Sx i) * Sx j := by simp only [mul_assoc]
      _ = (Sy j * Sx i) * (Sy k * Sx j) := by rw [← had]; simp only [mul_assoc]
      _ = Sx i * (Sy j * Sx j) * Sy k := by rw [← hac, ← hbd]; simp only [mul_assoc]
      _ = _ := by
        rw [show Sy j * Sx j = -(Sx j * Sy j) by rw [(spin_onsite j).2.2, neg_neg]]
        refine LinearMap.ext fun ψ => ?_
        simp only [Module.End.mul_apply, LinearMap.neg_apply, map_neg]
  have hsq : (Sx i * Sx j + Sy j * Sy k) * (Sx i * Sx j + Sy j * Sy k) = (1 / 8 : ℂ) • 1 := by
    rw [add_mul, mul_add, mul_add, h1, h2, h3]; module
  have hU : ∀ φ ψ : State Λ, star φ ⬝ᵥ (Sx i * Sx j + Sy j * Sy k) ψ =
      star ((Sx i * Sx j + Sy j * Sy k) φ) ⬝ᵥ ψ := by
    intro φ ψ
    have e1 : Sx i (Sx j φ) = Sx j (Sx i φ) := LinearMap.congr_fun hxx φ
    have e2 : Sy j (Sy k φ) = Sy k (Sy j φ) := LinearMap.congr_fun hyy φ
    simp only [LinearMap.add_apply, Module.End.mul_apply, dotProduct_add, star_add,
      add_dotProduct]
    rw [(spin_hermitian i _ _).1, (spin_hermitian j _ _).1, (spin_hermitian j _ _).2,
      (spin_hermitian k _ _).2, e1, e2]
  generalize Sx i * Sx j + Sy j * Sy k = U at hsq hU ⊢
  have hr : 0 < 1 / (2 * √2) := by positivity
  have hrr : 1 / (2 * √2) * (1 / (2 * √2)) = 1 / 8 := by
    rw [div_mul_div_comm, show 2 * √2 * (2 * √2) = 4 * (√2 * √2) by ring,
      Real.mul_self_sqrt (by norm_num)]
    norm_num
  generalize 1 / (2 * √2) = r at hr hrr ⊢
  intro ψ
  have hUU : U (U ψ) = (1 / 8 : ℂ) • ψ := LinearMap.congr_fun hsq ψ
  have hs : star (r : ℂ) = r := Complex.conj_ofReal r
  have hrc : (r : ℂ) * r = 1 / 8 := by rw [← Complex.ofReal_mul, hrr]; norm_num
  -- the squared norm of (U + r) ψ is 2 r times the shifted energy
  have key : star (U ψ + (r : ℂ) • ψ) ⬝ᵥ (U ψ + (r : ℂ) • ψ) =
      ((2 * r : ℝ) : ℂ) * (star ψ ⬝ᵥ U ψ + (r : ℂ) * (star ψ ⬝ᵥ ψ)) := by
    simp only [star_add, star_smul, add_dotProduct, dotProduct_add, smul_dotProduct,
      dotProduct_smul, smul_eq_mul, hs, ← hU, hUU]
    push_cast
    linear_combination (-(star ψ ⬝ᵥ ψ)) * hrc
  have hp := Complex.nonneg_iff.mp (dotProduct_star_self_nonneg (U ψ + (r : ℂ) • ψ))
  have hn := Complex.nonneg_iff.mp (dotProduct_star_self_nonneg ψ)
  rw [key, Complex.re_ofReal_mul, Complex.im_ofReal_mul, Complex.add_re, Complex.add_im,
    Complex.re_ofReal_mul, Complex.im_ofReal_mul, ← hn.2, mul_zero, add_zero] at hp
  refine ⟨(mul_eq_zero.mp hp.2.symm).resolve_left (by positivity), ?_⟩
  have := nonneg_of_mul_nonneg_right hp.1 (by positivity)
  linarith
```

Exchanging $i$ and $k$ gives a second such operator, and the two add up to the cluster:
$$C_{ijk}=(S^x_iS^x_j+S^y_jS^y_k)+(S^x_kS^x_j+S^y_jS^y_i).$$
Therefore $\langle C_{ijk}\rangle\ge-2r\|\psi\|^2=-\|\psi\|^2/\sqrt2$. If $i=k\ne j$, the cluster is $2B_{ij}$, whose lowest eigenvalue $-1$ violates this.

```lean
/-- The energy of a three-site XY cluster is at least `-1/√2`, also inside a larger system. -/
theorem cluster_bound [Fintype Λ] {i j k : Λ} (hij : i ≠ j) (hjk : j ≠ k) (hik : i ≠ k) :
    BoundedBelow (xyCluster i j k) (-(1 / √2)) := by
  intro ψ
  obtain ⟨a1, a2⟩ := mixed_pair_bound hij hjk hik ψ
  obtain ⟨b1, b2⟩ := mixed_pair_bound hjk.symm hij.symm hik.symm ψ
  have hd : xyCluster i j k = (Sx i * Sx j + Sy j * Sy k) + (Sx k * Sx j + Sy j * Sy i) := by
    rw [xyCluster, xyBond, xyBond, (spin_commute hij).2.1, (spin_commute hjk).1]; abel
  rw [hd, LinearMap.add_apply, dotProduct_add, Complex.add_re, Complex.add_im]
  refine ⟨by linarith, ?_⟩
  rw [show -(1 / √2) = -(1 / (2 * √2)) + -(1 / (2 * √2)) by ring, add_mul]
  linarith
```

## A nonzero eigenvector and an expectation bound

`HasEigenvalue` supplies $\psi\ne0$ with $A\psi=E\psi$, where $E$ may be complex. Then $\langle A\rangle=E\|\psi\|^2$, and dividing by $\|\psi\|^2>0$ makes $E$ real and at least $b$. With $\psi=0$ allowed, every $E$ would qualify; without `hA`, $E$ need not be real, as multiplication by $\mathrm i$ shows.

```lean
/-- A lower bound on the energy expectation values makes every eigenvalue real and bounds it. -/
theorem eigenvalue_bound [Fintype Λ] {A : Module.End ℂ (State Λ)} {b : ℝ}
    (hA : BoundedBelow A b) {E : ℂ} (hE : A.HasEigenvalue E) : E.im = 0 ∧ b ≤ E.re := by
  obtain ⟨ψ, hψ⟩ := hE.exists_hasEigenvector
  obtain ⟨h1, h2⟩ := hA ψ
  have hn := Complex.nonneg_iff.mp (dotProduct_star_self_nonneg ψ)
  have hpos : 0 < (star ψ ⬝ᵥ ψ).re := lt_of_le_of_ne hn.1 fun h =>
    hψ.2 (dotProduct_star_self_eq_zero.mp (Complex.ext h.symm hn.2.symm))
  rw [hψ.apply_eq_smul, dotProduct_smul, smul_eq_mul] at h1 h2
  rw [Complex.mul_im, ← hn.2, mul_zero, zero_add] at h1
  rw [Complex.mul_re, ← hn.2, mul_zero, sub_zero] at h2
  exact ⟨(mul_eq_zero.mp h1).resolve_right hpos.ne', le_of_mul_le_mul_right h2 hpos⟩
```

## At least three spins on the ring

The condition $N\ge3$ makes $i$, $i+1$ and $i+2$ distinct, which `hc` checks. Every bond lies in two clusters, so
$$2H=\sum_i C_{i,i+1,i+2},\qquad 2\langle H\rangle\ge-\frac{N}{\sqrt2}\|\psi\|^2.$$
The proof first uses the eigenvalue lemma to reduce the claim to expectation values, then obtains this identity, `hH`, by a cyclic shift of the sum.

At $N=2$ the sum counts the single bond twice, and the lowest eigenvalue $-1$ lies below $-1/\sqrt2$.

For this finite, uniform, nearest-neighbour ring, the bound can check a numerical diagonalisation: an eigenvalue below it by more than rounding error signals a mistake.

```lean
/-- **Three-site bound for the XY ring.** For `N ≥ 3` every eigenvalue of the ring Hamiltonian
is real and at least `-N/(2√2)`. -/
theorem xyRing_eigenvalue_bound (N : ℕ) [NeZero N] (hN : 3 ≤ N) {E : ℂ}
    (hE : (xyRing N).HasEigenvalue E) : E.im = 0 ∧ -(N / (2 * √2)) ≤ E.re := by
  refine eigenvalue_bound (fun ψ => ?_) hE
  have hnext : ∀ i : Fin N, ((i + 1 : Fin N) : ℕ) = if (i : ℕ) + 1 = N then 0 else (i : ℕ) + 1 := by
    intro i
    have h1 : ((1 : Fin N) : ℕ) = 1 % N := rfl
    rw [Fin.val_add, h1, Nat.mod_eq_of_lt (show 1 < N by omega)]
    split_ifs with h
    · rw [h, Nat.mod_self]
    · exact Nat.mod_eq_of_lt (by have := i.isLt; omega)
  have hc : ∀ i : Fin N, BoundedBelow (xyCluster i (i + 1) (i + 1 + 1)) (-(1 / √2)) := by
    intro i
    have a := hnext i
    have b := hnext (i + 1)
    have c := i.isLt
    apply cluster_bound <;> intro h <;> have h' := congrArg Fin.val h <;>
      split_ifs at a b <;> omega
  -- every bond lies in exactly two of the overlapping clusters
  have hs : ∑ i : Fin N, xyBond (i + 1) (i + 1 + 1) = xyRing N :=
    Equiv.sum_comp (Equiv.addRight (1 : Fin N)) (fun i => xyBond i (i + 1))
  have hH : xyRing N + xyRing N = ∑ i : Fin N, xyCluster i (i + 1) (i + 1 + 1) := by
    simp only [xyCluster, Finset.sum_add_distrib, hs]
    rfl
  have hds : ∀ f : Fin N → State (Fin N), star ψ ⬝ᵥ (∑ i, f i) = ∑ i, star ψ ⬝ᵥ f i := by
    intro f
    simp only [dotProduct, Finset.sum_apply, Finset.mul_sum]
    exact Finset.sum_comm
  have e : star ψ ⬝ᵥ xyRing N ψ + star ψ ⬝ᵥ xyRing N ψ =
      ∑ i : Fin N, star ψ ⬝ᵥ xyCluster i (i + 1) (i + 1 + 1) ψ := by
    rw [← dotProduct_add, ← LinearMap.add_apply, hH, LinearMap.sum_apply, hds]
  have er := congrArg Complex.re e
  have ei := congrArg Complex.im e
  rw [Complex.add_re, Complex.re_sum] at er
  rw [Complex.add_im, Complex.im_sum, Finset.sum_eq_zero fun i _ => (hc i ψ).1] at ei
  have hle := Finset.sum_le_sum fun (i : Fin N) (_ : i ∈ Finset.univ) => (hc i ψ).2
  rw [← er, Finset.sum_const, Finset.card_univ, Fintype.card_fin, nsmul_eq_mul] at hle
  refine ⟨by linarith, ?_⟩
  have h2 : -(N / (2 * √2)) * (star ψ ⬝ᵥ ψ).re * 2 =
      N * (-(1 / √2) * (star ψ ⬝ᵥ ψ).re) := by ring
  linarith
```

## Where the bounds are attained

For $i\ne j$, a bond exchanges antiparallel spins with amplitude $1/2$ and annihilates parallel ones. For $i=j$ this rule fails, since $B_{ii}=1/2$.

```lean
/-- An XY bond exchanges antiparallel spins with amplitude 1/2 and annihilates parallel ones. -/
theorem xyBond_apply {i j : Λ} (hij : i ≠ j) (ψ : State Λ) (s : Λ → Bool) :
    xyBond i j ψ s = if s i = s j then 0 else (1 / 2) * ψ (spinFlip j (spinFlip i s)) := by
  have h1 : spinFlip i s j = s j := by simp [spinFlip, hij.symm]
  simp only [xyBond, LinearMap.add_apply, Pi.add_apply, Module.End.mul_apply, Sx, Sy,
    LinearMap.coe_mk, AddHom.coe_mk, h1]
  generalize ψ (spinFlip j (spinFlip i s)) = x
  cases s i <;> cases s j <;> simp only [reduceCtorEq, if_true, if_false] <;>
    first
    | linear_combination (x / 4) * Complex.I_mul_I
    | linear_combination (-(x / 4)) * Complex.I_mul_I
```

Normalised, the cluster state has amplitudes $\tfrac12,-\tfrac1{\sqrt2},\tfrac12$ for the up spin at sites 0, 1, 2. The four-site state has $-\tfrac12$ on each Néel configuration and $\tfrac1{2\sqrt2}$ on each configuration with exactly two up spins, on neighbouring sites of the ring.

```lean
/-- A one-magnon state of three sites with amplitudes `1, -√2, 1`. -/
def clusterState : State (Fin 3) := fun s =>
  match s 0, s 1, s 2 with
  | true, false, false => 1
  | false, true, false => -((√2 : ℝ) : ℂ)
  | false, false, true => 1
  | _, _, _ => 0

/-- A four-site state with amplitude `-√2` on the Néel configurations, `1` on those with exactly two
up spins, on neighbouring sites of the ring, and `0` on all others. -/
def fourRingState : State (Fin 4) := fun s =>
  match s 0, s 1, s 2, s 3 with
  | true, false, true, false => -((√2 : ℝ) : ℂ)
  | false, true, false, true => -((√2 : ℝ) : ℂ)
  | true, true, false, false => 1
  | false, true, true, false => 1
  | false, false, true, true => 1
  | true, false, false, true => 1
  | _, _, _, _ => 0
```

With the unnormalised amplitudes, the cluster gives $\tfrac12(-\sqrt2)=-\tfrac1{\sqrt2}$ at an end and $\tfrac12(1+1)=1=-\tfrac1{\sqrt2}(-\sqrt2)$ in the middle. So $-1/\sqrt2$ is an eigenvalue. `IsLeast` combines this with the lower bound.

```lean
/-- The lowest eigenvalue of the three-site XY cluster is exactly `-1/√2`. -/
theorem cluster_lowest : IsLeast
    {E : ℝ | (xyCluster (0 : Fin 3) 1 2).HasEigenvalue (E : ℂ)} (-(1 / √2)) := by
  have h2 : √2 * √2 = 2 := Real.mul_self_sqrt (by norm_num)
  have hw : ((√2 : ℝ) : ℂ) * ((√2 : ℝ) : ℂ) = 2 := by
    rw [← Complex.ofReal_mul, h2]; norm_num
  have hE : ((-(1 / √2) : ℝ) : ℂ) = -((√2 : ℝ) : ℂ) / 2 := by
    have : 1 / √2 = √2 / 2 := by
      rw [div_eq_div_iff (by positivity) (by norm_num)]; linarith
    rw [this]; push_cast; ring
  have heig : xyCluster (0 : Fin 3) 1 2 clusterState =
      ((-(1 / √2) : ℝ) : ℂ) • clusterState := by
    funext s
    simp only [xyCluster, LinearMap.add_apply, Pi.add_apply, Pi.smul_apply, smul_eq_mul, hE,
      xyBond_apply (show (0 : Fin 3) ≠ 1 by decide),
      xyBond_apply (show (1 : Fin 3) ≠ 2 by decide), clusterState]
    generalize ((√2 : ℝ) : ℂ) = w at hw ⊢
    cases h0 : s 0 <;> cases h1 : s 1 <;> cases h2 : s 2 <;>
      simp [spinFlip, h0, h1, h2] <;>
      first
      | ring1
      | linear_combination (-1 / 2) * hw
  refine ⟨Module.End.hasEigenvalue_of_hasEigenvector
    ⟨Module.End.mem_eigenspace_iff.mpr heig, fun h => ?_⟩, fun E hE' =>
    (eigenvalue_bound (cluster_bound (by decide) (by decide) (by decide)) hE').2⟩
  have := congrFun h ![true, false, false]
  simp [clusterState] at this
```

On the four-site ring, a Néel configuration has four antiparallel bonds, giving $4\cdot\tfrac12=2=-\sqrt2(-\sqrt2)$. An adjacent-pair configuration has two, giving $2\cdot\tfrac12(-\sqrt2)=-\sqrt2$. The eigenvalue $-\sqrt2$ equals $-N/(2\sqrt2)$ at $N=4$. Both proofs check the eigenvalue equation on all configurations. The ring bound is not attained for every $N$: at $N=3$ the lowest eigenvalue is $-\tfrac12$, while the bound is about $-1.06$.

```lean
/-- For four spins the ring bound is attained: the lowest eigenvalue is exactly `-√2`. -/
theorem four_ring_lowest : IsLeast {E : ℝ | (xyRing 4).HasEigenvalue (E : ℂ)} (-√2) := by
  have h2 : √2 * √2 = 2 := Real.mul_self_sqrt (by norm_num)
  have hw : ((√2 : ℝ) : ℂ) * ((√2 : ℝ) : ℂ) = 2 := by
    rw [← Complex.ofReal_mul, h2]; norm_num
  have hring : xyRing 4 = xyBond 0 1 + xyBond 1 2 + xyBond 2 3 + xyBond 3 0 := by
    simp only [xyRing, Fin.sum_univ_four]
    rfl
  have heig : xyRing 4 fourRingState = ((-√2 : ℝ) : ℂ) • fourRingState := by
    funext s
    simp only [hring, LinearMap.add_apply, Pi.add_apply, Pi.smul_apply, smul_eq_mul,
      Complex.ofReal_neg, xyBond_apply (show (0 : Fin 4) ≠ 1 by decide),
      xyBond_apply (show (1 : Fin 4) ≠ 2 by decide),
      xyBond_apply (show (2 : Fin 4) ≠ 3 by decide),
      xyBond_apply (show (3 : Fin 4) ≠ 0 by decide), fourRingState]
    generalize ((√2 : ℝ) : ℂ) = w at hw ⊢
    cases h0 : s 0 <;> cases h1 : s 1 <;> cases h2 : s 2 <;> cases h3 : s 3 <;>
      simp [spinFlip, h0, h1, h2, h3] <;>
      first
      | ring1
      | linear_combination -hw
  refine ⟨Module.End.hasEigenvalue_of_hasEigenvector
    ⟨Module.End.mem_eigenspace_iff.mpr heig, fun h => ?_⟩, fun E hE => ?_⟩
  · have := congrFun h ![true, true, false, false]
    simp [fourRingState] at this
  · have hb := (xyRing_eigenvalue_bound 4 (by norm_num) hE).2
    have h4 : ((4 : ℕ) : ℝ) / (2 * √2) = √2 := by
      rw [div_eq_iff (by positivity)]; push_cast; linarith
    rw [h4] at hb
    exact hb

end

end XYRingBound
```

```lean
#print axioms XYRingBound.xyRing_eigenvalue_bound
#print axioms XYRingBound.cluster_lowest
#print axioms XYRingBound.four_ring_lowest
```

```
'XYRingBound.xyRing_eigenvalue_bound' depends on axioms: [propext, Classical.choice, Quot.sound]
'XYRingBound.cluster_lowest' depends on axioms: [propext, Classical.choice, Quot.sound]
'XYRingBound.four_ring_lowest' depends on axioms: [propext, Classical.choice, Quot.sound]
```
